# Krylov time propagation converges superexponentially for a bounded self-adjoint Hamiltonian

Take a two-level system with orthonormal basis \(b_0, b_1\) and let \(H\) swap the two states. I start in \(v = b_0\) and keep only the one-dimensional Krylov space spanned by \(v\). The projected Hamiltonian is \(\langle v, Hv\rangle = 0\), so the approximate state stays at \(v\), while the true state is \(\cos t\, b_0 - i \sin t\, b_1\). The error is \(2|\sin(t/2)|\). It starts at zero because both evolutions begin at the same vector, and it grows at first order in \(t\) because \(Hv\) has left the subspace.

With \(m\) Krylov vectors, the agreement should extend through order \(m-1\). Let \(H\) be Hermitian with spectrum in \([-\rho,\rho]\), and let \(V\) have \(m\) orthonormal columns that span \(K_m(H,v) = \mathrm{span}\{v, Hv, \dots, H^{m-1}v\}\), the first column being \(v\). Write \(T = V^\dagger H V\) and let \(e_0\) be the first unit vector of \(\mathbb{C}^m\). The claim, with \(\hbar = 1\), is

\[
\|e^{-itH}v - V e^{-itT}e_0\| \le \frac{2(\rho|t|)^m}{m!} \quad\text{for all real } t.
\]

Can this be derived rigorously, with no hidden factor such as \(e^{\rho|t|}\), and checked by machine?

## Two Taylor polynomials that coincide

Yes. The idea is to compare both evolutions with their Taylor polynomials, which are the same vector.

**The remainder.** For a vector \(x\), put

\[
P_m(t) = \sum_{k<m} \frac{(-it)^k}{k!} H^k x, \qquad D_m(t) = e^{-itH}x - P_m(t).
\]

Since \(H\) is self-adjoint, \(e^{-itH}\) is unitary, so \(\|D_0(t)\| = \|x\|\). Differentiating term by term gives \(P_{m+1}' = -iH P_m\), and the Schrödinger equation gives the same relation for the evolved state. Hence

\[
D_{m+1}' = -iH D_m, \qquad D_{m+1}(0) = 0.
\]

If \(\|D_m(s)\| \le (\|H\||s|)^m\|x\|/m!\) for all \(s\), then

\[
\|D_{m+1}(t)\| \le \int_0^{|t|} \|H\| \frac{(\|H\|s)^m}{m!}\|x\|\,ds = \frac{(\|H\||t|)^{m+1}}{(m+1)!}\|x\|.
\]

By induction the bound holds for every \(m\). Unitarity at the base of the induction is what keeps an exponential factor out.

**The powers.** For \(k<m\) we have \(H^k v = V T^k e_0\). This is clear for \(k=0\). If it holds for \(k\) and \(k+1<m\), then \(H^{k+1}v\) lies in the Krylov space, so it equals \(Vy\) for some \(y\). Because \(V^\dagger V = 1\),

\[
y = V^\dagger H^{k+1} v = V^\dagger H V T^k e_0 = T^{k+1}e_0.
\]

The Taylor polynomial of \(e^{-itH}v\) is therefore \(V\) applied to that of \(e^{-itT}e_0\).

**The sum.** These polynomials cancel in the error, which leaves

\[
e^{-itH}v - Ve^{-itT}e_0 = D_m^{H}(t) - V D_m^{T}(t),
\]

where the superscripts name the Hamiltonian and the starting vectors are \(v\) and \(e_0\). The matrix \(T\) is self-adjoint and \(\|T\| \le \|V^\dagger\|\|H\|\|V\| \le \|H\|\). Each remainder is thus at most \((\|H\||t|)^m/m!\), and the two together give the factor 2. For self-adjoint \(H\) the norm equals the spectral radius, so \(\|H\| \le \rho\).

**The rate.** For fixed \(t\) and any \(R \ge 0\), multiplying the error by \(R^m\) leaves a bound proportional to \((R\|H\||t|)^m/m!\), which tends to zero. This is the meaning of "superexponentially".

## What the Lean theorem says about \(H\), \(V\) and \(v\)

The claim is `lanczos_propagation_error`. The state space `E` is any complex Hilbert space, and `H : E →L[ℂ] E` is a bounded operator on it; an \(n\times n\) Hermitian matrix is the case \(E=\mathbb{C}^n\). The hypothesis `hs` bounds every real point of the spectrum by `ρ`, which suffices because a self-adjoint operator has only real spectrum.

The orthonormal columns are encoded as a linear isometry `V` from `EuclideanSpace ℂ (Fin m)` to `E`. The vector `EuclideanSpace.single 0 1` is \(e_0\), so `hv` says that the first column is \(v\), which makes \(v\) a unit vector. The hypothesis `hK` says that the columns span `krylov H v m`. This forces the Krylov space to have full dimension \(m\). The separate assumption `NeZero m` says that \(m \ge 1\).

If the Krylov space stops growing earlier, `krylov_error_le` still applies: it only asks that the range of \(V\) contain the Krylov space, and it allows a starting vector of any norm. The theorem `krylov_superexponential` states the limit for a sequence of such subspaces.

The result bears on Lanczos propagators in quantum dynamics, for a bounded, time-independent Hamiltonian in exact arithmetic. It treats neither rounding and loss of orthogonality nor the recurrence that builds \(V\), and unbounded Hamiltonians enter only after discretisation or truncation.

## A wrong second column

Suppose the columns are orthonormal and start with \(v\), but do not span the Krylov space. In \(\mathbb{C}^3\) with basis \(b_0,b_1,b_2\), let \(H\) swap \(b_0\) and \(b_2\) and annihilate \(b_1\), so that \(\rho = 1\). Take \(v=b_0\), \(m=2\) and the columns \(b_0, b_1\). Then \(T=0\), and the error is again \(2|\sin(t/2)|\). At \(t=1/2\) this is about \(0.49\), whereas the bound would be \(t^2 = 0.25\). Because \(Hv = b_2\) is missing from the subspace, the two evolutions already differ at first order in \(t\).

## The complete file

```lean
import Mathlib

open Complex Filter Topology
open scoped NNReal

noncomputable section

namespace KrylovPropagation

variable {E F : Type*} [NormedAddCommGroup E] [InnerProductSpace ℂ E] [CompleteSpace E]
  [NormedAddCommGroup F] [InnerProductSpace ℂ F] [CompleteSpace F]

/-- The time evolution operator `exp(-itH)`. -/
def propagator (H : E →L[ℂ] E) (t : ℝ) : E →L[ℂ] E :=
  NormedSpace.exp (-(I * (t : ℂ)) • H)

/-- The Taylor polynomial of `exp(-itH) x` with the `m` terms of order below `m`. -/
def taylor (H : E →L[ℂ] E) (t : ℝ) (m : ℕ) (x : E) : E :=
  ∑ k ∈ Finset.range m, ((-(I * (t : ℂ))) ^ k / (k.factorial : ℂ)) • (H ^ k) x

/-- The Krylov space spanned by `v, H v, ..., H^(m-1) v`. -/
def krylov (H : E →L[ℂ] E) (v : E) (m : ℕ) : Submodule ℂ E :=
  Submodule.span ℂ (Set.range fun k : Fin m => (H ^ (k : ℕ)) v)

/-- The projected Hamiltonian `T = V† H V`. -/
def projected (H : E →L[ℂ] E) (V : F →ₗᵢ[ℂ] E) : F →L[ℂ] F :=
  ContinuousLinearMap.adjoint V.toContinuousLinearMap ∘L H ∘L V.toContinuousLinearMap

/-- Time evolution under a self-adjoint Hamiltonian preserves the norm. -/
theorem norm_propagator {H : E →L[ℂ] E} (hH : IsSelfAdjoint H) (t : ℝ) (x : E) :
    ‖propagator H t x‖ = ‖x‖ := by
  have hs : IsSelfAdjoint (((-t : ℝ) : ℂ) • H) :=
    IsSelfAdjoint.smul (Complex.conj_ofReal _) hH
  have h1 : I • (((-t : ℝ) : ℂ) • H) = -(I * (t : ℂ)) • H := by
    rw [smul_smul]
    congr 1
    push_cast
    ring
  have hU := (selfAdjoint.expUnitary ⟨_, hs⟩).2
  have e : (selfAdjoint.expUnitary ⟨_, hs⟩ : E →L[ℂ] E) = propagator H t :=
    (selfAdjoint.expUnitary_coe _).trans (congrArg NormedSpace.exp h1)
  rw [e] at hU
  exact ContinuousLinearMap.norm_map_of_mem_unitary hU x

/-- The phase `-i t` has time derivative `-i`. -/
lemma hasDerivAt_phase (t : ℝ) : HasDerivAt (fun s : ℝ => -(I * (s : ℂ))) (-I) t := by
  have h0 : HasDerivAt (fun s : ℝ => (s : ℂ)) ((1 : ℝ) : ℂ) t := (hasDerivAt_id t).ofReal_comp
  exact ((h0.const_mul I).fun_neg).congr_deriv (by simp)

/-- The evolved state solves the Schrödinger equation `ψ' = -i H ψ`. -/
theorem hasDerivAt_propagator (H : E →L[ℂ] E) (x : E) (t : ℝ) :
    HasDerivAt (fun s : ℝ => propagator H s x) (-I • H (propagator H t x)) t := by
  have h1 : HasDerivAt (fun u : ℂ => (NormedSpace.exp (u • H) : E →L[ℂ] E) x)
      (H (propagator H t x)) (-(I * (t : ℂ))) :=
    (ContinuousLinearMap.apply ℂ E x).hasFDerivAt.comp_hasDerivAt _
      (hasDerivAt_exp_smul_const' H (-(I * (t : ℂ))))
  exact HasDerivAt.scomp (h := fun s : ℝ => -(I * (s : ℂ))) t h1 (hasDerivAt_phase t)

omit [CompleteSpace E] in
/-- The time derivative of a Taylor polynomial is `-i H` applied to the one of next lower order. -/
theorem hasDerivAt_taylor (H : E →L[ℂ] E) (x : E) (m : ℕ) (t : ℝ) :
    HasDerivAt (fun s : ℝ => taylor H s (m + 1) x) (-I • H (taylor H t m x)) t := by
  induction m with
  | zero =>
    simp only [taylor, zero_add, Finset.sum_range_one, Finset.sum_range_zero, pow_zero,
      map_zero, smul_zero]
    exact hasDerivAt_const _ _
  | succ m ih =>
    have hc : HasDerivAt (fun s : ℝ => (-(I * (s : ℂ))) ^ (m + 1) / ((m + 1).factorial : ℂ))
        (-I * ((-(I * (t : ℂ))) ^ m / (m.factorial : ℂ))) t := by
      refine (((hasDerivAt_phase t).fun_pow (m + 1)).div_const _).congr_deriv ?_
      have h1 : (m : ℂ) + 1 ≠ 0 := Nat.cast_add_one_ne_zero m
      have h2 : (m.factorial : ℂ) ≠ 0 := Nat.cast_ne_zero.mpr m.factorial_ne_zero
      rw [Nat.add_sub_cancel, Nat.factorial_succ]
      generalize (-(I * (t : ℂ))) ^ m = z
      push_cast
      field_simp
    have e1 : (fun s : ℝ => taylor H s (m + 1 + 1) x) = fun s : ℝ => taylor H s (m + 1) x +
        ((-(I * (s : ℂ))) ^ (m + 1) / ((m + 1).factorial : ℂ)) • (H ^ (m + 1)) x :=
      funext fun s => Finset.sum_range_succ _ _
    have e2 : taylor H t (m + 1) x = taylor H t m x +
        ((-(I * (t : ℂ))) ^ m / (m.factorial : ℂ)) • (H ^ m) x := Finset.sum_range_succ _ _
    have e3 : (H ^ (m + 1)) x = H ((H ^ m) x) := by rw [pow_succ']; rfl
    rw [e1]
    refine (ih.fun_add (hc.smul_const ((H ^ (m + 1)) x))).congr_deriv ?_
    rw [e2, e3, map_add, map_smul, smul_add, smul_smul]

/-- For self-adjoint `H`, the Taylor remainder of order `m` of the evolved state is at most `(‖H‖
|t|)^m / m!` times the norm of the initial state. -/
theorem norm_remainder_le {H : E →L[ℂ] E} (hH : IsSelfAdjoint H) (x : E) (m : ℕ) (t : ℝ) :
    ‖propagator H t x - taylor H t m x‖ ≤ (‖H‖ * |t|) ^ m / (m.factorial : ℝ) * ‖x‖ := by
  induction m generalizing t with
  | zero => simp [taylor, norm_propagator hH]
  | succ m ih =>
    -- follow the remainder along the times `s t` with `s` from 0 to 1
    have hd : ∀ s : ℝ, HasDerivAt
        (fun s : ℝ => propagator H (s * t) x - taylor H (s * t) (m + 1) x)
        (t • (-I • H (propagator H (s * t) x - taylor H (s * t) m x))) s := by
      intro s
      have h1 := (hasDerivAt_propagator H x (s * t)).fun_sub (hasDerivAt_taylor H x m (s * t))
      refine (HasDerivAt.scomp (h := fun s : ℝ => s * t) s h1
        (hasDerivAt_mul_const t)).congr_deriv ?_
      simp only [map_sub, smul_sub]
    have hB : ∀ s : ℝ, HasDerivAt
        (fun s : ℝ => (‖H‖ * |t| * s) ^ (m + 1) / ((m + 1).factorial : ℝ) * ‖x‖)
        (‖H‖ * |t| * ((‖H‖ * |t| * s) ^ m / (m.factorial : ℝ)) * ‖x‖) s := by
      intro s
      refine (((((hasDerivAt_id' s).const_mul (‖H‖ * |t|)).fun_pow (m + 1)).div_const
        _).mul_const ‖x‖).congr_deriv ?_
      have h1 : (m : ℝ) + 1 ≠ 0 := Nat.cast_add_one_ne_zero m
      have h2 : (m.factorial : ℝ) ≠ 0 := Nat.cast_ne_zero.mpr m.factorial_ne_zero
      rw [Nat.add_sub_cancel, Nat.factorial_succ]
      generalize (‖H‖ * |t| * s) ^ m = z
      push_cast
      field_simp
    have key := image_norm_le_of_norm_deriv_right_le_deriv_boundary (a := 0) (b := 1)
      (fun s _ => (hd s).continuousAt.continuousWithinAt)
      (fun s _ => (hd s).hasDerivWithinAt)
      (by simp [propagator, taylor, Finset.sum_range_succ', NormedSpace.exp_zero]) hB
      (by
        intro s hs
        rw [norm_smul, norm_smul, norm_neg, Complex.norm_I, one_mul, Real.norm_eq_abs]
        refine (mul_le_mul_of_nonneg_left ((H.le_opNorm _).trans
          (mul_le_mul_of_nonneg_left (ih (s * t)) (norm_nonneg H))) (abs_nonneg t)).trans_eq ?_
        rw [abs_mul, abs_of_nonneg hs.1]
        ring)
      (Set.right_mem_Icc.mpr zero_le_one)
    simp only [one_mul, mul_one] at key
    exact key


/-- Powers of `H` below `m` act on the starting vector as powers of the projected Hamiltonian,
if the range of `V` contains the Krylov space. -/
theorem pow_apply_eq {H : E →L[ℂ] E} {V : F →ₗᵢ[ℂ] E} {e : F} {m : ℕ}
    (hK : krylov H (V e) m ≤ LinearMap.range V.toLinearMap) (k : ℕ) (hk : k < m) :
    (H ^ k) (V e) = V ((projected H V ^ k) e) := by
  induction k with
  | zero => simp
  | succ k ih =>
    obtain ⟨y, hy⟩ := hK (Submodule.subset_span ⟨⟨k + 1, hk⟩, rfl⟩)
    have hy' : V y = (H ^ (k + 1)) (V e) := hy
    have e1 : (H ^ (k + 1)) (V e) = H (V ((projected H V ^ k) e)) := by
      rw [← ih (by omega), pow_succ']; rfl
    have e2 : (projected H V ^ (k + 1)) e = ContinuousLinearMap.adjoint
        V.toContinuousLinearMap (H (V ((projected H V ^ k) e))) := by
      rw [pow_succ']; rfl
    -- `V† V = 1` because `V` is an isometry
    have e3 : ContinuousLinearMap.adjoint V.toContinuousLinearMap (V y) = y := by
      refine ext_inner_left ℂ fun w => ?_
      rw [ContinuousLinearMap.adjoint_inner_right]
      exact V.inner_map_map w y
    rw [e2, ← e1, ← hy', e3]

/-- Error bound for propagation in any subspace that contains the Krylov space, in terms of the
operator norm of the self-adjoint operator `H`. -/
theorem krylov_error_le {H : E →L[ℂ] E} (hH : IsSelfAdjoint H) (V : F →ₗᵢ[ℂ] E) (e : F) (m : ℕ)
    (hK : krylov H (V e) m ≤ LinearMap.range V.toLinearMap) (t : ℝ) :
    ‖propagator H t (V e) - V (propagator (projected H V) t e)‖
      ≤ 2 * (‖H‖ * |t|) ^ m / (m.factorial : ℝ) * ‖e‖ := by
  have hT : IsSelfAdjoint (projected H V) := hH.adjoint_conj V.toContinuousLinearMap
  have hn : ‖projected H V‖ ≤ ‖H‖ := by
    refine ContinuousLinearMap.opNorm_le_bound _ (norm_nonneg H) fun y => ?_
    have h1 : ‖ContinuousLinearMap.adjoint V.toContinuousLinearMap‖ ≤ 1 := by
      rw [LinearIsometryEquiv.norm_map]
      exact V.norm_toContinuousLinearMap_le
    have h2 := ContinuousLinearMap.le_of_opNorm_le _ h1 (H (V y))
    have h3 := H.le_opNorm (V y)
    rw [V.norm_map] at h3
    rw [one_mul] at h2
    exact h2.trans h3
  -- the two Taylor polynomials coincide
  have hp : taylor H t m (V e) = V (taylor (projected H V) t m e) := by
    simp only [taylor, map_sum, map_smul]
    exact Finset.sum_congr rfl fun k hk => by rw [pow_apply_eq hK k (Finset.mem_range.mp hk)]
  have h1 := norm_remainder_le hH (V e) m t
  have h2 := norm_remainder_le hT e m t
  have h3 : (‖projected H V‖ * |t|) ^ m / (m.factorial : ℝ) * ‖e‖
      ≤ (‖H‖ * |t|) ^ m / (m.factorial : ℝ) * ‖e‖ := by gcongr
  rw [V.norm_map] at h1
  have hsplit : propagator H t (V e) - V (propagator (projected H V) t e) =
      (propagator H t (V e) - taylor H t m (V e)) -
        V (propagator (projected H V) t e - taylor (projected H V) t m e) := by
    rw [hp, map_sub]
    abel
  rw [hsplit]
  refine (norm_sub_le _ _).trans ?_
  rw [V.norm_map]
  refine (add_le_add h1 (h2.trans h3)).trans_eq ?_
  ring

/-- A self-adjoint operator with real spectrum in `[-ρ, ρ]` has norm at most `ρ`. -/
theorem norm_le_of_spectrum {H : E →L[ℂ] E} (hH : IsSelfAdjoint H) (ρ : ℝ≥0)
    (hs : ∀ x : ℝ, (x : ℂ) ∈ spectrum ℂ H → |x| ≤ ρ) : ‖H‖ ≤ ρ := by
  have h : (‖H‖₊ : ENNReal) ≤ (ρ : ENNReal) := by
    rw [← hH.spectralRadius_eq_nnnorm, spectralRadius]
    refine iSup₂_le fun z hz => ?_
    have hz' := hH.mem_spectrum_eq_re hz
    have h1 := hs z.re (by rw [← hz']; exact hz)
    show (‖z‖₊ : ENNReal) ≤ (ρ : ENNReal)
    rw [ENNReal.coe_le_coe, ← NNReal.coe_le_coe, coe_nnnorm, hz', Complex.norm_real]
    exact h1
  exact_mod_cast h

/-- Lanczos propagation: if the `m` orthonormal columns of `V` span the Krylov space of `v`, the
first column is `v` and `H` is self-adjoint with spectrum in `[-ρ, ρ]`, then the error at time `t`
is at most `2 (ρ |t|)^m / m!`. -/
theorem lanczos_propagation_error {H : E →L[ℂ] E} (hH : IsSelfAdjoint H) (ρ : ℝ≥0)
    (hs : ∀ x : ℝ, (x : ℂ) ∈ spectrum ℂ H → |x| ≤ ρ) (m : ℕ) [NeZero m]
    (V : EuclideanSpace ℂ (Fin m) →ₗᵢ[ℂ] E) (v : E)
    (hv : V (EuclideanSpace.single 0 1) = v)
    (hK : LinearMap.range V.toLinearMap = krylov H v m) (t : ℝ) :
    ‖propagator H t v - V (propagator (projected H V) t (EuclideanSpace.single 0 1))‖
      ≤ 2 * (ρ * |t|) ^ m / (m.factorial : ℝ) := by
  subst hv
  have h := krylov_error_le hH V (EuclideanSpace.single 0 1) m hK.ge t
  have h1 : ‖(EuclideanSpace.single 0 1 : EuclideanSpace ℂ (Fin m))‖ = 1 := by simp
  rw [h1, mul_one] at h
  have hn := norm_le_of_spectrum hH ρ hs
  exact h.trans (by gcongr)

/-- Superexponential convergence: for subspaces containing the Krylov spaces of growing order `m`,
the error tends to zero even after multiplication by `R^m`, for every `R`. -/
theorem krylov_superexponential {G : ℕ → Type*} [∀ m, NormedAddCommGroup (G m)]
    [∀ m, InnerProductSpace ℂ (G m)] [∀ m, CompleteSpace (G m)]
    {H : E →L[ℂ] E} (hH : IsSelfAdjoint H) (v : E) (V : ∀ m, G m →ₗᵢ[ℂ] E) (e : ∀ m, G m)
    (hv : ∀ m, V m (e m) = v) (hK : ∀ m, krylov H v m ≤ LinearMap.range (V m).toLinearMap)
    (t : ℝ) (R : ℝ≥0) :
    Tendsto (fun m => (R : ℝ) ^ m *
      ‖propagator H t v - V m (propagator (projected H (V m)) t (e m))‖) atTop (𝓝 0) := by
  have hlim := (FloorSemiring.tendsto_pow_div_factorial_atTop
    ((R : ℝ) * (‖H‖ * |t|))).const_mul (2 * ‖v‖)
  rw [mul_zero] at hlim
  refine squeeze_zero (fun m => by positivity) (fun m => ?_) hlim
  have h := krylov_error_le hH (V m) (e m) m (by rw [hv m]; exact hK m) t
  rw [← (V m).norm_map (e m), hv m] at h
  refine (mul_le_mul_of_nonneg_left h (pow_nonneg R.coe_nonneg m)).trans_eq ?_
  rw [mul_pow (R : ℝ)]
  ring


end KrylovPropagation
```

```lean
#print axioms KrylovPropagation.lanczos_propagation_error
-- 'KrylovPropagation.lanczos_propagation_error' depends on axioms: [propext, Classical.choice, Quot.sound]
#print axioms KrylovPropagation.krylov_superexponential
-- 'KrylovPropagation.krylov_superexponential' depends on axioms: [propext, Classical.choice, Quot.sound]
```

## How the proof follows the calculation

`norm_propagator` writes the propagator as \(e^{iA}\) with \(A=-tH\) self-adjoint, which Mathlib knows to be unitary. `hasDerivAt_propagator` differentiates \(e^{uH}x\) in the complex variable \(u\) and applies the chain rule along \(u=-it\), whose derivative is supplied by `hasDerivAt_phase`. `hasDerivAt_taylor` proves \(P_{m+1}'=-iHP_m\) by induction, adding one term at a time.

`norm_remainder_le` is the induction on the remainder. It follows the times \(st\) with \(s\) from 0 to 1, which handles both signs of \(t\) at once. In place of the integral it uses a mean value inequality: `hd` gives the derivative of the remainder, `hB` that of the bounding function, and `key` concludes that the remainder stays below the bound up to \(s=1\).

`pow_apply_eq` is the induction on powers. There `obtain` produces the vector \(y\) from the Krylov hypothesis, and `e3` is \(V^\dagger V y = y\). In `krylov_error_le`, `hT` and `hn` give the self-adjointness and norm bound of \(T\), `hp` identifies the Taylor polynomials, and `hsplit` writes the error as the difference of two remainders, to which the triangle inequality applies.

`norm_le_of_spectrum` turns the spectral bound into \(\|H\|\le\rho\) through the spectral radius. `lanczos_propagation_error` then inserts \(\|e_0\|=1\) and replaces \(\|H\|\) by \(\rho\). Finally, `krylov_superexponential` squeezes the scaled error between zero and a multiple of \((R\|H\||t|)^m/m!\).
